# A Gaussian field envelope gives a free charge net momentum unless cos φ = 0

The pulse $E(t)=E_0e^{-t^2/(2s^2)}\cos(wt+\varphi)$, with amplitude $E_0$, duration $s>0$, frequency $w$ and carrier-envelope phase $\varphi$, has the time integral

$$\int_{-\infty}^{\infty}E(t)\,dt=E_0\sqrt{2\pi}\,s\,e^{-s^2w^2/2}\cos\varphi .$$

If the field is uniform in space and there is no magnetic force, a free charge $q$ gains $q$ times this area as momentum. If the Gaussian envelope is put on the vector potential instead, the gain is zero for every phase.

## The pulse as a real part

```lean
import Mathlib

open MeasureTheory Filter Topology

namespace GaussianPulseMomentum

noncomputable section

/-- An oscillation of amplitude `E₀`, frequency `w` and carrier-envelope phase `φ` under a
Gaussian envelope of duration `s ≠ 0`. -/
def pulse (E₀ s w φ t : ℝ) : ℝ :=
  E₀ * Real.exp (-(t ^ 2 / (2 * s ^ 2))) * Real.cos (w * t + φ)
```

`pulse E₀ s w φ t` is $E(t)$. All its arguments are real numbers (`ℝ`), and units are left open.

```lean
/-- The complex form of the pulse of unit amplitude, with duration `s ≠ 0`: a Gaussian times
the phase factor of the carrier. -/
def complexPulse (s w φ t : ℝ) : ℂ :=
  Complex.exp (((-(1 / (2 * s ^ 2)) : ℝ) : ℂ) * (t : ℂ) ^ 2
    + (w * Complex.I) * t + φ * Complex.I)
```

This is $z(t)=\exp\!\big(-t^2/(2s^2)+iwt+i\varphi\big)$, with values in `ℂ`.

```lean
/-- The pulse is its amplitude times the real part of the complex pulse. -/
theorem pulse_eq_re (E₀ s w φ t : ℝ) :
    pulse E₀ s w φ t = E₀ * (complexPulse s w φ t).re := by
  have h : ((-(1 / (2 * s ^ 2)) : ℝ) : ℂ) * (t : ℂ) ^ 2 + (w * Complex.I) * t + φ * Complex.I
      = ((-(t ^ 2 / (2 * s ^ 2)) : ℝ) : ℂ) + ((w * t + φ : ℝ) : ℂ) * Complex.I := by
    push_cast
    ring
  rw [complexPulse, h, Complex.exp_re]
  simp only [pulse, Complex.add_re, Complex.add_im, Complex.mul_re, Complex.mul_im,
    Complex.ofReal_re, Complex.ofReal_im, Complex.I_re, Complex.I_im, mul_zero,
    mul_one, sub_zero, add_zero, zero_add, mul_assoc]
```

A theorem gives its name, its hypotheses, a colon, the statement, and after `:=` the proof. This one says $E(t)=E_0\,\mathrm{Re}\,z(t)$. The proof separates the exponent into real and imaginary parts and applies $\mathrm{Re}\,e^{a+ib}=e^a\cos b$.

## The area under the pulse

```lean
/-- The complex pulse of duration `s > 0` is integrable over all times. -/
theorem integrable_complexPulse {s : ℝ} (hs : 0 < s) (w φ : ℝ) :
    Integrable (complexPulse s w φ) := by
  have hb : ((-(1 / (2 * s ^ 2)) : ℝ) : ℂ).re < 0 := by
    rw [Complex.ofReal_re]
    have : 0 < 1 / (2 * s ^ 2) := by positivity
    linarith
  exact integrable_cexp_quadratic' hb (w * Complex.I) (φ * Complex.I)
```

The hypothesis `hs` says $s>0$. The coefficient of $t^2$ is then negative, so $|z(t)|=e^{-t^2/(2s^2)}$ is integrable.

```lean
/-- The time integral of the complex pulse of duration `s > 0` is the area of the envelope,
damped by a Gaussian in the frequency, times the carrier-envelope phase factor. -/
theorem integral_complexPulse {s : ℝ} (hs : 0 < s) (w φ : ℝ) :
    ∫ t, complexPulse s w φ t = ((√(2 * Real.pi) * s : ℝ) : ℂ) *
      Complex.exp (((-(s ^ 2 * w ^ 2 / 2) : ℝ) : ℂ) + φ * Complex.I) := by
  obtain ⟨b, hb⟩ : ∃ b : ℝ, b = -(1 / (2 * s ^ 2)) := ⟨_, rfl⟩
  have hneg : b < 0 := by
    have : 0 < 1 / (2 * s ^ 2) := by positivity
    linarith
  have hbs : b * s ^ 2 = -(1 / 2) := by
    rw [hb]
    field_simp
  have hbc : (b : ℂ) * (s : ℂ) ^ 2 = -(1 / 2) := by
    have h := congrArg Complex.ofReal hbs
    push_cast at h
    exact h
  have hb0 : (b : ℂ) ≠ 0 := Complex.ofReal_ne_zero.2 hneg.ne
  -- the Gaussian prefactor is the area of the envelope
  have hroot : ((Real.pi : ℂ) / -(b : ℂ)) ^ (1 / 2 : ℂ) = ((√(2 * Real.pi) * s : ℝ) : ℂ) := by
    have h1 : (Real.pi : ℂ) / -(b : ℂ) = ((2 * Real.pi * s ^ 2 : ℝ) : ℂ) := by
      rw [div_eq_iff (neg_ne_zero.2 hb0)]
      push_cast
      linear_combination (2 * (Real.pi : ℂ)) * hbc
    have h2 : √(2 * Real.pi) * s = (2 * Real.pi * s ^ 2) ^ (1 / 2 : ℝ) := by
      have h3 : (0 : ℝ) ≤ 2 * Real.pi := by positivity
      rw [← Real.sqrt_eq_rpow, Real.sqrt_mul h3 (s ^ 2), Real.sqrt_sq hs.le]
    rw [h1, h2, Complex.ofReal_cpow (by positivity)]
    norm_num
  -- completing the square damps the carrier
  have hexp : (φ : ℂ) * Complex.I - (w * Complex.I) ^ 2 / (4 * (b : ℂ))
      = ((-(s ^ 2 * w ^ 2 / 2) : ℝ) : ℂ) + φ * Complex.I := by
    have h : ((w : ℂ) * Complex.I) ^ 2 / (4 * (b : ℂ)) = (s : ℂ) ^ 2 * (w : ℂ) ^ 2 / 2 := by
      rw [div_eq_iff (mul_ne_zero (by norm_num) hb0), mul_pow, Complex.I_sq]
      linear_combination (-2 * (w : ℂ) ^ 2) * hbc
    rw [h]
    push_cast
    ring
  simp only [complexPulse]
  rw [← hb, integral_cexp_quadratic (by simpa using hneg), hroot, hexp]
```

By hand, complete the square:

$$-\frac{t^2}{2s^2}+iwt=-\frac{(t-is^2w)^2}{2s^2}-\frac{s^2w^2}{2}.$$

The shifted Gaussian is entire and decays at both ends of the strip between the two lines, so the contour can be moved back to the real axis, where the integral is $\sqrt{2\pi}\,s$. Hence

$$\int z\,dt=\sqrt{2\pi}\,s\,e^{-s^2w^2/2+i\varphi}.$$

Lean takes the general formula from Mathlib, `integral_cexp_quadratic`, with $b=-1/(2s^2)$. `hroot` simplifies the prefactor $\sqrt{\pi/(-b)}$ to $\sqrt{2\pi}\,s$, and `hexp` simplifies the exponent.

```lean
/-- The pulse of duration `s > 0` is integrable over all times. -/
theorem integrable_pulse {s : ℝ} (hs : 0 < s) (E₀ w φ : ℝ) :
    Integrable (fun t => pulse E₀ s w φ t) := by
  simp only [pulse_eq_re]
  exact (Complex.reCLM.integrable_comp (integrable_complexPulse hs w φ)).const_mul E₀
```

The real part of an integrable function is integrable, and so is a constant multiple of it.

```lean
/-- The time integral of a pulse with Gaussian envelope of duration `s > 0` is
`E₀ √(2π) s exp(-s²w²/2) cos φ`. -/
theorem integral_pulse {s : ℝ} (hs : 0 < s) (E₀ w φ : ℝ) :
    ∫ t, pulse E₀ s w φ t =
      E₀ * (√(2 * Real.pi) * s * Real.exp (-(s ^ 2 * w ^ 2 / 2)) * Real.cos φ) := by
  have h := Complex.reCLM.integral_comp_comm (integrable_complexPulse hs w φ)
  simp only [Complex.reCLM_apply] at h
  simp only [pulse_eq_re]
  rw [integral_const_mul, h, integral_complexPulse hs, Complex.re_ofReal_mul, Complex.exp_re]
  simp only [Complex.add_re, Complex.add_im, Complex.mul_re, Complex.mul_im,
    Complex.ofReal_re, Complex.ofReal_im, Complex.I_re, Complex.I_im, mul_zero,
    mul_one, sub_zero, add_zero, zero_add]
  ring
```

Taking real parts under the integral turns $e^{i\varphi}$ into $\cos\varphi$ and gives the opening formula. At $w=0$ it reduces to $E_0\sqrt{2\pi}\,s\cos\varphi$, the plain Gaussian area times a constant.

## Momentum of the free charge

```lean
/-- A free charge `q` driven by an electric field with Gaussian envelope of duration `s > 0`
gains, from the distant past to the distant future, the momentum
`q E₀ √(2π) s exp(-s²w²/2) cos φ`. -/
theorem net_momentum {s : ℝ} (hs : 0 < s) (q E₀ w φ : ℝ) {p : ℝ → ℝ}
    (hp : ∀ t, HasDerivAt p (q * pulse E₀ s w φ t) t) :
    Tendsto (fun T => p T - p (-T)) atTop (𝓝 (q * (E₀ *
      (√(2 * Real.pi) * s * Real.exp (-(s ^ 2 * w ^ 2 / 2)) * Real.cos φ)))) := by
  have hint := (integrable_pulse hs E₀ w φ).const_mul q
  have hlim := intervalIntegral_tendsto_integral hint tendsto_neg_atTop_atBot tendsto_id
  rw [integral_const_mul, integral_pulse hs] at hlim
  -- the impulse over a finite window is the change of momentum
  refine hlim.congr fun T => ?_
  exact intervalIntegral.integral_eq_sub_of_hasDerivAt (fun t _ => hp t) hint.intervalIntegrable
```

The hypothesis `hp` is Newton's equation $p'(t)=qE(t)$ at every time. It describes a nonrelativistic charge in a spatially uniform field along one axis, with no magnetic force. Integrating over a finite window gives

$$p(T)-p(-T)=q\int_{-T}^{T}E(t)\,dt .$$

`Tendsto … atTop (𝓝 L)` means convergence to $L$ as $T\to\infty$. Integrability makes the right side converge to $q$ times the full area, so the limit is proved to exist.

```lean
/-- For nonzero charge and amplitude and duration `s > 0`, the net momentum left by the pulse
vanishes exactly when `cos φ = 0`. -/
theorem net_momentum_zero_iff {s q E₀ : ℝ} (hs : 0 < s) (hq : q ≠ 0) (hE : E₀ ≠ 0)
    (w φ : ℝ) {p : ℝ → ℝ} (hp : ∀ t, HasDerivAt p (q * pulse E₀ s w φ t) t) :
    Tendsto (fun T => p T - p (-T)) atTop (𝓝 0) ↔ Real.cos φ = 0 := by
  have h := net_momentum hs q E₀ w φ hp
  constructor
  · intro h0
    have hz := tendsto_nhds_unique h h0
    have hpos : √(2 * Real.pi) * s * Real.exp (-(s ^ 2 * w ^ 2 / 2)) ≠ 0 := by positivity
    exact (mul_eq_zero.1 ((mul_eq_zero.1 ((mul_eq_zero.1 hz).resolve_left hq)).resolve_left
      hE)).resolve_left hpos
  · intro hc
    simpa only [hc, mul_zero] using h
```

For $q\neq0$ and $E_0\neq0$, the net momentum is zero exactly when $\cos\varphi=0$. Limits are unique, so a zero limit forces the product in the previous theorem to vanish, and $\cos\varphi$ is its only factor that can.

```lean
/-- For every `c < w²/2`, the time integral of the pulse multiplied by `exp(c s²)` tends to zero as
the duration `s` tends to infinity. -/
theorem integral_pulse_exponentially_small (E₀ φ : ℝ) {w c : ℝ} (hc : c < w ^ 2 / 2) :
    Tendsto (fun s => Real.exp (c * s ^ 2) * ∫ t, pulse E₀ s w φ t) atTop (𝓝 0) := by
  obtain ⟨d, hd⟩ : ∃ d : ℝ, d = w ^ 2 / 2 - c := ⟨_, rfl⟩
  have hd0 : 0 < d := by linarith
  have hg : Tendsto (fun s : ℝ => s * Real.exp (-(d * s ^ 2))) atTop (𝓝 0) := by
    have hinv : Tendsto (fun s : ℝ => d⁻¹ * s⁻¹) atTop (𝓝 0) := by
      simpa only [mul_zero] using (tendsto_inv_atTop_zero (𝕜 := ℝ)).const_mul d⁻¹
    refine squeeze_zero' ?_ ?_ hinv
    · filter_upwards [eventually_gt_atTop (0 : ℝ)] with s hs
      positivity
    · filter_upwards [eventually_gt_atTop (0 : ℝ)] with s hs
      have h1 : d * s ^ 2 ≤ Real.exp (d * s ^ 2) := by
        linarith [Real.add_one_le_exp (d * s ^ 2)]
      rw [Real.exp_neg]
      calc s * (Real.exp (d * s ^ 2))⁻¹ ≤ s * (d * s ^ 2)⁻¹ := by gcongr
        _ = d⁻¹ * s⁻¹ := by field_simp
  have hK := hg.const_mul (E₀ * √(2 * Real.pi) * Real.cos φ)
  rw [mul_zero] at hK
  refine hK.congr' ?_
  filter_upwards [eventually_gt_atTop (0 : ℝ)] with s hs
  have he : Real.exp (-(d * s ^ 2))
      = Real.exp (c * s ^ 2) * Real.exp (-(s ^ 2 * w ^ 2 / 2)) := by
    rw [← Real.exp_add, hd]
    congr 1
    ring
  rw [integral_pulse hs, he]
  ring
```

Let $c<w^2/2$ and $d=w^2/2-c>0$. Then

$$e^{cs^2}\int E\,dt=E_0\sqrt{2\pi}\cos\varphi\; s\,e^{-ds^2}.$$

Since $e^{ds^2}\ge ds^2$, we have $0\le s\,e^{-ds^2}\le 1/(ds)\to0$ as $s\to\infty$. For $w\neq0$ one may choose $c>0$, and the area is then exponentially small in $s^2$. For $w=0$ only negative $c$ are allowed, and the area grows in proportion to $s$ when $E_0\cos\varphi\ne0$.

## The envelope on the vector potential

```lean
/-- If instead the vector potential `A` has the Gaussian envelope, of duration `s > 0`, and the
field is `-dA/dt`, a free charge gains no net momentum, whatever the phase. -/
theorem net_momentum_vector_potential {s : ℝ} (hs : 0 < s) (q A₀ w φ : ℝ) {p : ℝ → ℝ}
    (hp : ∀ t, HasDerivAt p (q * -deriv (pulse A₀ s w φ) t) t) :
    Tendsto (fun T => p T - p (-T)) atTop (𝓝 0) := by
  have hA : Differentiable ℝ (pulse A₀ s w φ) := by
    change Differentiable ℝ (fun t : ℝ =>
      A₀ * Real.exp (-(t ^ 2 / (2 * s ^ 2))) * Real.cos (w * t + φ))
    fun_prop
  -- the canonical momentum p + qA is conserved
  have hd : ∀ t, HasDerivAt (fun t => p t + q * pulse A₀ s w φ t) 0 t := fun t =>
    ((hp t).fun_add ((hA t).hasDerivAt.const_mul q)).congr_deriv (by ring)
  have hconst : ∀ x y, p x + q * pulse A₀ s w φ x = p y + q * pulse A₀ s w φ y :=
    is_const_of_deriv_eq_zero (fun t => (hd t).differentiableAt) (fun t => (hd t).deriv)
  have hg : Tendsto (fun T : ℝ => Real.exp (-(T ^ 2 / (2 * s ^ 2)))) atTop (𝓝 0) :=
    Real.tendsto_exp_neg_atTop_nhds_zero.comp
      ((tendsto_pow_atTop two_ne_zero).atTop_div_const (by positivity))
  have hb := hg.const_mul (|q * A₀| * 2)
  rw [mul_zero] at hb
  -- the vector potential dies out at both ends
  refine squeeze_zero_norm (fun T => ?_) hb
  have heq : p T - p (-T) = q * A₀ * (Real.cos (w * -T + φ) - Real.cos (w * T + φ))
      * Real.exp (-(T ^ 2 / (2 * s ^ 2))) := by
    have h := hconst T (-T)
    simp only [pulse, neg_sq] at h
    linear_combination h
  have hcos : |Real.cos (w * -T + φ) - Real.cos (w * T + φ)| ≤ 2 := by
    rw [abs_le]
    constructor <;> linarith [Real.cos_le_one (w * -T + φ), Real.neg_one_le_cos (w * -T + φ),
      Real.cos_le_one (w * T + φ), Real.neg_one_le_cos (w * T + φ)]
  rw [heq, Real.norm_eq_abs, abs_mul, abs_mul, abs_of_pos (Real.exp_pos _)]
  gcongr

end

end GaussianPulseMomentum
```

Now `pulse A₀ s w φ` is the vector potential $A(t)$ with amplitude $A_0$, and $E=-A'$. Then $(p+qA)'=-qA'+qA'=0$, so $p+qA$ is constant and

$$|p(T)-p(-T)|=|q|\,|A(-T)-A(T)|\le2|qA_0|\,e^{-T^2/(2s^2)}\to0 .$$

In Lean, `hconst` is the conservation law, `hcos` bounds the difference of cosines by 2, and `squeeze_zero_norm` takes the limit.

In real-time time-dependent density functional theory the laser pulse is usually a prescribed input, and this free-charge model isolates the momentum that the pulse alone imparts. A calculation in the length gauge can start from $A$ and use the field

$$E(t)=A_0e^{-t^2/(2s^2)}\Big[w\sin(wt+\varphi)+\frac{t}{s^2}\cos(wt+\varphi)\Big].$$

The second term is what a field-defined envelope leaves out. For $w>0$, its coefficient at $|t|=s$ is $1/(sw)$ times that of the first term in size. The effect on the net momentum falls off much faster with $sw$: the factor $e^{-s^2w^2/2}$ in the momentum left by a field-defined envelope is about $7\times10^{-3}$ when $s$ is half an optical period $2\pi/w$, and about $3\times10^{-9}$ when it is a full one.

```lean
#print axioms GaussianPulseMomentum.net_momentum_zero_iff
#print axioms GaussianPulseMomentum.integral_pulse_exponentially_small
#print axioms GaussianPulseMomentum.net_momentum_vector_potential
```

```
'GaussianPulseMomentum.net_momentum_zero_iff' depends on axioms: [propext, Classical.choice, Quot.sound]
'GaussianPulseMomentum.integral_pulse_exponentially_small' depends on axioms: [propext, Classical.choice, Quot.sound]
'GaussianPulseMomentum.net_momentum_vector_potential' depends on axioms: [propext, Classical.choice, Quot.sound]
```
